# An equal mixture of Boltzmann laws at two different temperatures is not a Boltzmann law of the same energy function if the energy takes three or more values

Take three states with energies 0, 1 and 2 in some unit, and two inverse temperatures $\beta_1 \neq \beta_2$ with partition functions $Z_1$ and $Z_2$. Suppose that the average of the two Boltzmann laws were the Boltzmann law at some inverse temperature $b$. Multiply both by $e^{bU}$, where $U$ is the energy. The supposed Boltzmann law becomes a constant. With

$$A = \frac{1}{2Z_1},\quad B = \frac{1}{2Z_2},\quad r = e^{-(\beta_1-b)},\quad s = e^{-(\beta_2-b)},$$

the average becomes $A+B$, $Ar+Bs$ and $Ar^2+Bs^2$ at the three energies. Three equal numbers have second difference zero, but here the second difference is

$$(A+B) - 2(Ar+Bs) + (Ar^2+Bs^2) = A(1-r)^2 + B(1-s)^2 .$$

This vanishes only if $r=s=1$, which means $\beta_1=b=\beta_2$. So no such $b$ exists. The general proof replaces the second difference by a chord inequality, which also handles unequally spaced energies.

In temperature replica exchange, a single replica wanders between temperatures. Take a finite-state model in which it spends half of its time at each of two temperatures and its samples at each are equilibrated. The result says that its samples, pooled without sorting by temperature, do not follow a Boltzmann law at any single temperature once there are three energy levels.

## States, temperatures and Boltzmann weights

```lean
import Mathlib

open Finset

namespace TemperingMixture

noncomputable section

variable {X K : Type*} [Fintype X] [Fintype K]
```

`X` is the set of states and `K` is a set of labels for the temperatures. `Fintype` says that each is finite. No geometry or dynamics is attached to the states.

```lean
/-- The canonical partition function of the energy `U` at inverse temperature `β`. -/
def partitionFunction (U : X → ℝ) (β : ℝ) : ℝ := ∑ x, Real.exp (-β * U x)
```

This is $Z(\beta)=\sum_x e^{-\beta U(x)}$. The type `X → ℝ` says that $U$ assigns a real energy to each state. The inverse temperature $\beta$ may be any real number, so zero and negative values are included.

```lean
/-- The Boltzmann probability of the state `x` at inverse temperature `β`. -/
def boltzmann (U : X → ℝ) (β : ℝ) (x : X) : ℝ :=
  Real.exp (-β * U x) / partitionFunction U β
```

This is the probability $p_\beta(x)=e^{-\beta U(x)}/Z(\beta)$ of a single state. Degenerate states are counted separately.

```lean
/-- The mixture of the Boltzmann laws at inverse temperatures `β k` with weights `w k`. -/
def temperedMixture (U : X → ℝ) (w β : K → ℝ) (x : X) : ℝ :=
  ∑ k, w k * boltzmann U (β k) x
```

The mixture is

$$m(x)=\sum_k w_k\,p_{\beta_k}(x).$$

The weight $w_k$ stands for the fraction of time that the replica spends at $\beta_k$. The swap moves that produce these fractions are not modelled: the weights are given, and the samples at each temperature are taken to be equilibrated.

```lean
/-- The energy takes at least three distinct values. -/
def HasThreeLevels (U : X → ℝ) : Prop := ∃ x y z, U x < U y ∧ U y < U z
```

There are states $x,y,z$ with $U(x)<U(y)<U(z)$. Since any three distinct real numbers can be put in order, this says exactly that the energy takes at least three distinct values.

```lean
/-- The partition function of a nonempty state set is positive. -/
theorem partitionFunction_pos [Nonempty X] (U : X → ℝ) (β : ℝ) :
    0 < partitionFunction U β :=
  Finset.sum_pos (fun _ _ => Real.exp_pos _) Finset.univ_nonempty
```

A sum of exponentials over at least one state is positive. The square brackets around `Nonempty X` hold an assumption that Lean looks up by itself. The text after the colon is the claim, and the text after `:=` is its proof.

## Exponentials lie below their chords

```lean
/-- Between two energies, an exponential with non-zero rate lies strictly below its chord. -/
theorem exp_chord_lt {γ u v w : ℝ} (hγ : γ ≠ 0) (huv : u < v) (hvw : v < w) :
    (w - u) * Real.exp (-γ * v)
      < (w - v) * Real.exp (-γ * u) + (v - u) * Real.exp (-γ * w) := by
  -- compare with the tangent at the middle energy
  have h1 : -γ * (u - v) + 1 < Real.exp (-γ * (u - v)) :=
    Real.add_one_lt_exp (mul_ne_zero (neg_ne_zero.mpr hγ) (sub_ne_zero.mpr huv.ne))
  have h2 : -γ * (w - v) + 1 < Real.exp (-γ * (w - v)) :=
    Real.add_one_lt_exp (mul_ne_zero (neg_ne_zero.mpr hγ) (sub_ne_zero.mpr hvw.ne'))
  have e1 : Real.exp (-γ * u) = Real.exp (-γ * v) * Real.exp (-γ * (u - v)) := by
    rw [← Real.exp_add]; congr 1; ring
  have e2 : Real.exp (-γ * w) = Real.exp (-γ * v) * Real.exp (-γ * (w - v)) := by
    rw [← Real.exp_add]; congr 1; ring
  have key : w - u
      < (w - v) * Real.exp (-γ * (u - v)) + (v - u) * Real.exp (-γ * (w - v)) := by
    nlinarith [mul_lt_mul_of_pos_left h1 (sub_pos.mpr hvw),
      mul_lt_mul_of_pos_left h2 (sub_pos.mpr huv)]
  rw [e1, e2]
  nlinarith [mul_lt_mul_of_pos_left key (Real.exp_pos (-γ * v))]
```

Let $u<v<w$ be three energies and $\gamma\neq0$ a rate. In this lemma and the next, $w$ without an index is an energy, not a weight. The claim is

$$(w-u)e^{-\gamma v} < (w-v)e^{-\gamma u}+(v-u)e^{-\gamma w}.$$

Dividing by $w-u$ shows the chord from $u$ to $w$ on the right, evaluated at $v$.

By hand, use $1+t<e^t$ for $t\neq0$, once with $t=-\gamma(u-v)$ and once with $t=-\gamma(w-v)$. These are `h1` and `h2`. Multiply the first by $w-v>0$ and the second by $v-u>0$, then add. On the left the terms in $\gamma$ cancel:

$$(w-v)\bigl[1-\gamma(u-v)\bigr]+(v-u)\bigl[1-\gamma(w-v)\bigr]=w-u .$$

This gives `key`:

$$w-u<(w-v)e^{-\gamma(u-v)}+(v-u)e^{-\gamma(w-v)}.$$

Multiplying by $e^{-\gamma v}>0$ gives the claim. The tactic `nlinarith` finds such combinations of inequalities when it is given the relevant products.

```lean
/-- A positive combination of exponentials, at least one with non-zero rate, lies strictly
below its chord between two energies. -/
theorem sum_exp_chord_lt {a γ : K → ℝ} (ha : ∀ k, 0 < a k) {i : K} (hi : γ i ≠ 0)
    {u v w : ℝ} (huv : u < v) (hvw : v < w) :
    (w - u) * ∑ k, a k * Real.exp (-γ k * v)
      < (w - v) * ∑ k, a k * Real.exp (-γ k * u)
        + (v - u) * ∑ k, a k * Real.exp (-γ k * w) := by
  simp only [Finset.mul_sum, ← Finset.sum_add_distrib]
  apply Finset.sum_lt_sum
  · intro k _
    rcases eq_or_ne (γ k) 0 with h | h
    · simp only [h, neg_zero, zero_mul, Real.exp_zero]
      apply le_of_eq
      ring
    · nlinarith [mul_lt_mul_of_pos_left (exp_chord_lt h huv hvw) (ha k)]
  · refine ⟨i, Finset.mem_univ i, ?_⟩
    nlinarith [mul_lt_mul_of_pos_left (exp_chord_lt hi huv hvw) (ha i)]
```

The same inequality holds for $S(E)=\sum_k a_k e^{-\gamma_k E}$ with all $a_k>0$ and at least one rate $\gamma_i\neq0$:

$$(w-u)S(v)<(w-v)S(u)+(v-u)S(w).$$

Compare the two sides term by term. A term with $\gamma_k\neq0$ obeys the previous lemma multiplied by $a_k$. A term with $\gamma_k=0$ is constant and gives equality, because $w-u=(w-v)+(v-u)$. The term $i$ is strict, and one strict term among weak ones makes the sum strict, which is what `Finset.sum_lt_sum` says.

## No single temperature fits the mixture

```lean
/-- Removing a Boltzmann factor at `b` from the mixture leaves a sum of exponentials of the
energy whose rates are the differences `β k - b`. -/
theorem temperedMixture_mul_exp (U : X → ℝ) (w β : K → ℝ) (b : ℝ) (x : X) :
    temperedMixture U w β x * Real.exp (b * U x)
      = ∑ k, w k / partitionFunction U (β k) * Real.exp (-(β k - b) * U x) := by
  unfold temperedMixture boltzmann
  rw [Finset.sum_mul]
  refine Finset.sum_congr rfl fun k _ => ?_
  have e : Real.exp (-(β k - b) * U x)
      = Real.exp (-β k * U x) * Real.exp (b * U x) := by
    rw [← Real.exp_add]; congr 1; ring
  rw [e]
  ring
```

Multiplying the mixture by $e^{bU(x)}$ gives

$$m(x)e^{bU(x)}=\sum_k \frac{w_k}{Z(\beta_k)}\,e^{-(\beta_k-b)U(x)}.$$

This is the function $S$ above, evaluated at $E=U(x)$, with $a_k=w_k/Z(\beta_k)$ and $\gamma_k=\beta_k-b$. The proof moves the factor inside the sum and adds exponents.

```lean
/-- If the energy has at least three distinct values, a positively weighted mixture of
Boltzmann laws with two different temperatures is not a Boltzmann law at any real `b`. -/
theorem temperedMixture_not_boltzmann {U : X → ℝ} {w β : K → ℝ} (hw : ∀ k, 0 < w k)
    {i j : K} (hij : β i ≠ β j) (hU : HasThreeLevels U) :
    ¬ ∃ b : ℝ, ∀ x, temperedMixture U w β x = boltzmann U b x := by
  rintro ⟨b, hb⟩
  obtain ⟨x, y, z, hxy, hyz⟩ := hU
  have : Nonempty X := ⟨x⟩
  -- at least one temperature of the mixture differs from the candidate
  obtain ⟨k, hk⟩ : ∃ k, β k - b ≠ 0 := by
    by_contra hcon
    push Not at hcon
    exact hij (by linarith [hcon i, hcon j])
  -- the reweighted mixture would be the same constant at every state
  have hc : ∀ s, ∑ k, w k / partitionFunction U (β k) * Real.exp (-(β k - b) * U s)
      = 1 / partitionFunction U b := by
    intro s
    have e : -b * U s + b * U s = 0 := by ring
    rw [← temperedMixture_mul_exp, hb s, boltzmann, div_mul_eq_mul_div,
      ← Real.exp_add, e, Real.exp_zero]
  have h := sum_exp_chord_lt (a := fun k => w k / partitionFunction U (β k))
    (γ := fun k => β k - b) (fun k => div_pos (hw k) (partitionFunction_pos U (β k)))
    hk hxy hyz
  simp only [hc] at h
  linarith
```

The hypotheses are that all weights are positive (`hw`), that two labels $i,j$ have $\beta_i\neq\beta_j$ (`hij`), and that there are three energy levels (`hU`). The conclusion `¬ ∃ b : ℝ, ∀ x, ...` reads: there is no real $b$ for which the two laws agree at every state. The names in braces are arguments that Lean infers from the others.

The argument by hand starts by assuming that such a $b$ exists, which is the `rintro` line.

1. Not all $\beta_k$ equal $b$, since otherwise $\beta_i=\beta_j$. So some rate $\beta_k-b$ is non-zero.
2. Multiplying $m(s)=p_b(s)$ by $e^{bU(s)}$ gives $S(U(s))=1/Z(b)$ at every state $s$. This is `hc`.
3. The chord inequality `h` at $U(x)<U(y)<U(z)$ then reads

$$\frac{U(z)-U(x)}{Z(b)}<\frac{U(z)-U(y)}{Z(b)}+\frac{U(y)-U(x)}{Z(b)}=\frac{U(z)-U(x)}{Z(b)},$$

a number smaller than itself. The final `linarith` detects the contradiction.

```lean
/-- The equal mixture of the Boltzmann laws at two different temperatures is not a Boltzmann law at
any real `b`, if the energy has at least three distinct values. -/
theorem two_temperature_mixture_not_boltzmann {U : X → ℝ} {β₁ β₂ : ℝ} (hβ : β₁ ≠ β₂)
    (hU : HasThreeLevels U) :
    ¬ ∃ b : ℝ, ∀ x, (boltzmann U β₁ x + boltzmann U β₂ x) / 2 = boltzmann U b x := by
  rintro ⟨b, hb⟩
  refine temperedMixture_not_boltzmann (U := U) (w := fun _ : Fin 2 => (1 / 2 : ℝ))
    (β := ![β₁, β₂]) (i := 0) (j := 1) (fun _ => by norm_num) hβ hU ⟨b, fun x => ?_⟩
  rw [← hb x, temperedMixture, Fin.sum_univ_two]
  change 1 / 2 * boltzmann U β₁ x + 1 / 2 * boltzmann U β₂ x = _
  ring
```

This is the equal-time case: for $\beta_1\neq\beta_2$ and three energy levels, no real $b$ gives $(p_{\beta_1}+p_{\beta_2})/2=p_b$ at all states. The proof takes `Fin 2` as the set of labels, with both weights equal to $1/2$. Lean counts from zero, so $\beta_1$ has label 0 and $\beta_2$ has label 1 in the list `![β₁, β₂]`.

## Two levels always have an effective temperature

```lean
/-- A normalised distribution proportional to the Boltzmann factor at `b` is the Boltzmann
law at `b`. -/
theorem eq_boltzmann_of_proportional {U f : X → ℝ} {b c : ℝ} (hf : ∑ x, f x = 1)
    (hc : ∀ x, f x = c * Real.exp (-b * U x)) (x : X) : f x = boltzmann U b x := by
  have hZ : c * partitionFunction U b = 1 := by
    rw [partitionFunction, Finset.mul_sum, ← hf]
    exact Finset.sum_congr rfl fun y _ => (hc y).symm
  have hne : partitionFunction U b ≠ 0 := right_ne_zero_of_mul_eq_one hZ
  rw [boltzmann, eq_div_iff hne, hc x]
  linear_combination Real.exp (-b * U x) * hZ
```

Suppose that $f(x)=c\,e^{-bU(x)}$ and $\sum_x f(x)=1$. Summing over the states gives $c\,Z(b)=1$, so $c=1/Z(b)$ and $f=p_b$. It is therefore enough to find the right exponential shape, since normalisation fixes the prefactor.

```lean
/-- A normalised, positively weighted mixture of Boltzmann laws with two different temperatures
is itself a Boltzmann law at some real `b` exactly when the energy has at most two values. -/
theorem temperedMixture_boltzmann_iff [Nonempty X] {U : X → ℝ} {w β : K → ℝ}
    (hw : ∀ k, 0 < w k) (hsum : ∑ k, w k = 1) {i j : K} (hij : β i ≠ β j) :
    (∃ b : ℝ, ∀ x, temperedMixture U w β x = boltzmann U b x) ↔ ¬ HasThreeLevels U := by
  refine ⟨fun h hU => temperedMixture_not_boltzmann hw hij hU h, fun hU => ?_⟩
  have hnorm : ∑ x, temperedMixture U w β x = 1 := by
    unfold temperedMixture
    rw [Finset.sum_comm, ← hsum]
    refine Finset.sum_congr rfl fun k _ => ?_
    have h1 : ∑ x, boltzmann U (β k) x = 1 := by
      unfold boltzmann
      rw [← Finset.sum_div]
      exact div_self (partitionFunction_pos U (β k)).ne'
    rw [← Finset.mul_sum, h1, mul_one]
  have hpos : ∀ x, 0 < temperedMixture U w β x := fun x =>
    Finset.sum_pos (fun k _ => mul_pos (hw k)
      (div_pos (Real.exp_pos _) (partitionFunction_pos U (β k)))) ⟨i, Finset.mem_univ i⟩
  -- the mixture depends on the state only through its energy
  have hlevel : ∀ x y, U x = U y → temperedMixture U w β x = temperedMixture U w β y := by
    intro x y h
    simp only [temperedMixture, boltzmann, h]
  by_cases hex : ∃ p q, U p < U q
  · obtain ⟨p, q, hpq⟩ := hex
    have hd : U q - U p ≠ 0 := (sub_pos.mpr hpq).ne'
    -- the probability ratio of two states, one from each level, fixes `b`
    obtain ⟨b, hb⟩ : ∃ b : ℝ, b * (U q - U p)
        = Real.log (temperedMixture U w β p) - Real.log (temperedMixture U w β q) :=
      ⟨_, div_mul_cancel₀ _ hd⟩
    refine ⟨b, eq_boltzmann_of_proportional
      (c := Real.exp (Real.log (temperedMixture U w β p) + b * U p)) hnorm fun x => ?_⟩
    rw [← Real.exp_add, ← Real.exp_log (hpos x)]
    congr 1
    have hx : U x = U p ∨ U x = U q := by
      by_contra hcon
      push Not at hcon
      rcases lt_or_gt_of_ne hcon.1 with h | h
      · exact hU ⟨x, p, q, h, hpq⟩
      · rcases lt_or_gt_of_ne hcon.2 with h' | h'
        · exact hU ⟨p, x, q, h, h'⟩
        · exact hU ⟨p, q, x, hpq, h'⟩
    rcases hx with h | h
    · rw [hlevel x p h, h]
      ring
    · rw [hlevel x q h, h]
      linarith
  · -- a constant energy gives the uniform law
    push Not at hex
    obtain ⟨p⟩ := ‹Nonempty X›
    refine ⟨0, eq_boltzmann_of_proportional (c := temperedMixture U w β p) hnorm fun x => ?_⟩
    rw [hlevel x p (le_antisymm (hex p x) (hex x p)), neg_zero, zero_mul, Real.exp_zero,
      mul_one]

end

end TemperingMixture
```

With positive weights that sum to one, and at least two different temperatures, the mixture is a Boltzmann law at some real $b$ if and only if the energy takes at most two values. The forward direction is the theorem already proved. For the converse, first exchange the two sums to see that the mixture is normalised:

$$\sum_x m(x)=\sum_k w_k\sum_x p_{\beta_k}(x)=\sum_k w_k=1 .$$

It is also positive, and it takes equal values at states of equal energy (`hlevel`).

If there are two levels, choose states $p,q$ with $U(p)<U(q)$ and set

$$b=\frac{\ln m(p)-\ln m(q)}{U(q)-U(p)},\qquad c=m(p)\,e^{bU(p)} .$$

At the lower level $c\,e^{-bU(p)}=m(p)$. At the upper level

$$c\,e^{-bU(q)}=m(p)\,e^{-b(U(q)-U(p))}=m(p)\,\frac{m(q)}{m(p)}=m(q).$$

Every other state has one of these two energies, because a third value would lie below, between or above them and give three levels. The proof of `hx` goes through these three positions. The previous lemma then gives $m=p_b$. If the energy is constant, $m$ is constant too, and $b=0$ works.

A limit shows the difference in numbers. Let one temperature be infinite ($\beta_1=0$) and let the other go to zero ($\beta_2\to\infty$), with equal weights. For two states with energies $0$ and $\varepsilon>0$, the populations tend to $3/4$ and $1/4$, so $b\varepsilon\to\ln 3$. With a third state at $2\varepsilon$, they tend to $2/3$, $1/6$ and $1/6$. The lower pair now asks for $b\varepsilon=\ln4$ and the upper pair for $b=0$.

## Energy histograms instead of state probabilities

The theorems compare probabilities of individual states, whereas a simulation often records a histogram of energies. A model built on the histogram would have the energy levels $E$ as its basic set, with degeneracies $g(E)>0$ and canonical probabilities $g(E)e^{-\beta E}/Z(\beta)$. The factor $g(E)$ would then appear on both sides of the supposed equality and cancel, leaving the same chord argument. The definitions would need the degeneracies as extra data, and the condition on $U$ would become a count of the levels.

```lean
#print axioms TemperingMixture.two_temperature_mixture_not_boltzmann
#print axioms TemperingMixture.temperedMixture_boltzmann_iff
```

```
'TemperingMixture.two_temperature_mixture_not_boltzmann' depends on axioms: [propext, Classical.choice, Quot.sound]
'TemperingMixture.temperedMixture_boltzmann_iff' depends on axioms: [propext, Classical.choice, Quot.sound]
```
